# The force $-U'\,\mathrm{tr}(n-n^2)/2$ omitted when a geometry-dependent Hubbard $U$ is held constant

Q: Take one orbital with occupation $x$ between 0 and 1, and one geometric coordinate $R$. What goes wrong if I relax the structure with $U$ held constant?

A: In the simplified (Dudarev) form of DFT+U, where $U$ stands for the effective $U-J$, the energy is $E(x,R)=F(x,R)+U(R)(x-x^2)/2$, and $F$ is everything except the Hubbard term. Along the electronic solution $x(R)$,

$$\frac{dE}{dR}=\Big[F_x+U\big(\tfrac12-x\big)\Big]x'+F_R+\frac{U'}{2}(x-x^2).$$

The bracket vanishes because $x(R)$ is stationary at fixed $R$. If $U$ is frozen at its value for the current $R$, the solution $x$ there is unchanged but the last term is absent, so the force, minus the derivative, lacks $-U'(x-x^2)/2$. At half filling that is $-U'/8$. Once the structure has moved to where the constant differs from $U(R)$, $x$ and the rest of the force can change as well.

```lean
import Mathlib

open Matrix
open scoped ComplexOrder

namespace HubbardForce

noncomputable section

variable {m E : Type*} [Fintype m] [NormedAddCommGroup E] [NormedSpace ℝ E]
```

Q: A real $d$ shell has an occupation matrix. What replaces $x-x^2$?

A: The trace of $n-n^2$. For Hermitian $n$ with eigenvalues $\lambda_i$ it equals $\sum_i\lambda_i(1-\lambda_i)$. In Lean, `m` labels the spin orbitals of the shell, and `penalty` is $P(n)=\mathrm{Re}\,\mathrm{tr}(n-n^2)/2$, without the factor $U$. The entries are complex, which includes real symmetric matrices; the real part only turns the trace into a real number.

```lean
/-- The Hubbard occupation penalty `Re tr(n - n²) / 2` of an occupation matrix `n`. -/
def penalty (n : Matrix m m ℂ) : ℝ := (Matrix.trace (n - n * n)).re / 2
```

Q: And the electronic variables?

A: They are a point $x$ of a real normed space `E` (a space here, not the energy), to be read as unconstrained coordinates such as orbital rotation angles. The energy function is called `energy`.

```lean
/-- The energy `F(x, R) + U(R) Re tr(n - n²) / 2` at electronic variables `x` and
geometry `R`, with `n = n(x)`. -/
def energy (F : E → ℝ → ℝ) (U : ℝ → ℝ) (n : E → Matrix m m ℂ) (x : E) (R : ℝ) : ℝ :=
  F x R + U R * penalty (n x)
```

The force is minus the derivative along a curve of energies, positive when it pushes towards larger $R$.

```lean
/-- The force along increasing `R`: minus the derivative of the energy curve `W`,
for `W` differentiable at `R`. -/
def force (W : ℝ → ℝ) (R : ℝ) : ℝ := -deriv W R
```

Q: Where is self-consistency?

A: In the field `stationary`: at the reference geometry $R_0$, the derivative of the energy with respect to $x$ is zero. A minimum is not required. The other fields ask for differentiability of $F$ jointly in $(x,R)$, of the entries of $n$, and of the path.

```lean
/-- The path `x(R)` of electronic variables is differentiable at `R₀`, `F` and `n` are
differentiable at its point over `R₀`, and there the energy is stationary in `x` at fixed geometry.
-/
structure IsStationaryPath (F : E → ℝ → ℝ) (U : ℝ → ℝ) (n : E → Matrix m m ℂ)
    (x : ℝ → E) (R₀ : ℝ) : Prop where
  diff_F : DifferentiableAt ℝ (fun p : E × ℝ => F p.1 p.2) (x R₀, R₀)
  diff_n : ∀ i j, DifferentiableAt ℝ (fun y => n y i j) (x R₀)
  diff_x : DifferentiableAt ℝ x R₀
  stationary : HasFDerivAt (fun y => energy F U n y R₀) (0 : E →L[ℝ] ℝ) (x R₀)
```

Q: Why should the omitted force have a sign?

A: Because $P(n)\ge0$ when the occupations lie in $[0,1]$, so the sign of $-U'P$ is set by $U'$. Lean expresses the range of the occupations by `n` and `1 - n` both being positive semidefinite. Expanding the right-hand side confirms

$$n-n^2=n(1-n)n+(1-n)n(1-n).$$

Each term has the form $A^\dagger BA$ with $B\ge0$, so the sum is positive semidefinite. `noncomm_ring` checks the expansion.

```lean
/-- If `n` and `1 - n` are positive semidefinite, then so is `n - n²`. -/
theorem defect_posSemidef [DecidableEq m] {n : Matrix m m ℂ}
    (h0 : n.PosSemidef) (h1 : (1 - n).PosSemidef) : (n - n * n).PosSemidef := by
  -- split the defect into two manifestly positive pieces
  have e : n - n * n = nᴴ * (1 - n) * n + (1 - n)ᴴ * n * (1 - n) := by
    rw [h0.isHermitian.eq, h1.isHermitian.eq]
    noncomm_ring
  rw [e]
  exact (h1.conjTranspose_mul_mul_same n).add (h0.conjTranspose_mul_mul_same (1 - n))
```

A positive semidefinite matrix has nonnegative trace, hence $P(n)\ge0$.

```lean
/-- The occupation penalty is nonnegative when `n` and `1 - n` are positive semidefinite. -/
theorem penalty_nonneg [DecidableEq m] {n : Matrix m m ℂ}
    (h0 : n.PosSemidef) (h1 : (1 - n).PosSemidef) : 0 ≤ penalty n := by
  have h : (0 : ℝ) ≤ (Matrix.trace (n - n * n)).re :=
    (Complex.le_def.1 (defect_posSemidef h0 h1).trace_nonneg).1
  unfold penalty
  linarith
```

If the trace is zero, the matrix itself is zero, so $P(n)=0$ exactly when $n^2=n$, that is, when every eigenvalue is 0 or 1.

```lean
/-- When `n` and `1 - n` are positive semidefinite, the occupation penalty vanishes exactly
if `n` is idempotent. -/
theorem penalty_eq_zero_iff [DecidableEq m] {n : Matrix m m ℂ}
    (h0 : n.PosSemidef) (h1 : (1 - n).PosSemidef) : penalty n = 0 ↔ n * n = n := by
  constructor
  · intro h
    have hd := defect_posSemidef h0 h1
    have hre : (Matrix.trace (n - n * n)).re = 0 := by
      unfold penalty at h
      linarith
    have him : (0 : ℝ) = (Matrix.trace (n - n * n)).im :=
      (Complex.le_def.1 hd.trace_nonneg).2
    -- a positive semidefinite matrix of zero trace is zero
    have ht : Matrix.trace (n - n * n) = 0 := Complex.ext hre him.symm
    exact (sub_eq_zero.1 (hd.trace_eq_zero_iff.1 ht)).symm
  · intro h
    simp [penalty, h]
```

Q: You also differentiated through the matrix.

A: $P(n(x))$ is the real part of a polynomial in the entries, so it is differentiable wherever they are.

```lean
/-- The occupation penalty is differentiable in the electronic variables wherever all
entries of the occupation matrix are. -/
theorem penalty_differentiableAt {n : E → Matrix m m ℂ} {y₀ : E}
    (hn : ∀ i j, DifferentiableAt ℝ (fun y => n y i j) y₀) :
    DifferentiableAt ℝ (fun y => penalty (n y)) y₀ := by
  have h : DifferentiableAt ℝ
      (fun y => ∑ i, (n y i i - ∑ j, n y i j * n y j i)) y₀ :=
    DifferentiableAt.fun_sum fun i _ => (hn i i).fun_sub
      (DifferentiableAt.fun_sum fun j _ => (hn i j).fun_mul (hn j i))
  have e : (fun y => penalty (n y)) =
      fun y => Complex.reCLM (∑ i, (n y i i - ∑ j, n y i j * n y j i)) / 2 := by
    funext y
    simp [penalty, Matrix.trace, Matrix.mul_apply]
  rw [e]
  have h2 := Complex.reCLM.differentiableAt.comp y₀ h
  simp only [div_eq_mul_inv]
  exact h2.mul_const (2 : ℝ)⁻¹
```

Q: Does the bracket still drop out with many electronic variables?

A: Yes. Let $L$ be the joint derivative of an energy $G(x,R)$ at $(x(R_0),R_0)$. The path $(x(R),R)$ has velocity $(x',1)$, and by linearity

$$L(x',1)=L(x',0)+L(0,1).$$

The first term is the electronic response, zero by stationarity; the second is the explicit derivative $g$. These are `e1`, `e2` and `e3` in the proof. This is the Hellmann-Feynman argument for a stationary energy function, with no Hamiltonian or eigenstate in it.

```lean
/-- Hellmann-Feynman principle for a variational energy `G(x, R)`: along a differentiable path
that is stationary at `R₀`, the total derivative of a jointly differentiable `G` equals its
explicit derivative in `R`. -/
theorem hellmann_feynman {G : E → ℝ → ℝ} {x : ℝ → E} {R₀ g : ℝ}
    (hG : DifferentiableAt ℝ (fun p : E × ℝ => G p.1 p.2) (x R₀, R₀))
    (hx : DifferentiableAt ℝ x R₀)
    (hs : HasFDerivAt (fun y => G y R₀) (0 : E →L[ℝ] ℝ) (x R₀))
    (hg : HasDerivAt (fun R => G (x R₀) R) g R₀) :
    HasDerivAt (fun R => G (x R) R) g R₀ := by
  obtain ⟨L, hL⟩ := hG
  have k1 := HasFDerivAt.comp_hasDerivAt (f := fun R => (x R, R)) R₀ hL
    (hx.hasDerivAt.prodMk (hasDerivAt_id' R₀))
  have k2 := HasFDerivAt.comp_hasDerivAt (f := fun R => (x R, R₀)) R₀ hL
    (hx.hasDerivAt.prodMk (hasDerivAt_const R₀ R₀))
  have k3 := HasFDerivAt.comp_hasDerivAt (f := fun R => (x R₀, R)) R₀ hL
    ((hasDerivAt_const R₀ (x R₀)).prodMk (hasDerivAt_id' R₀))
  have k4 := HasFDerivAt.comp_hasDerivAt (f := x) R₀ hs hx.hasDerivAt
  -- the response of the electrons drops out, the explicit part is `g`
  have e1 : L (deriv x R₀, 0) = 0 := k2.unique k4
  have e2 : L (0, 1) = g := k3.unique hg
  have e3 : L (deriv x R₀, 1) = L (deriv x R₀, 0) + L (0, 1) := by
    rw [← map_add]
    simp
  have e4 : L (deriv x R₀, 1) = g := by rw [e3, e1, e2, zero_add]
  rw [← e4]
  exact k1
```

For the Hubbard energy, the explicit derivative at fixed $x$ is $F_R+U'P(n)$. In Lean, `FR` and `U'` are numbers, the derivatives at $R_0$.

```lean
variable {F : E → ℝ → ℝ} {U : ℝ → ℝ} {n : E → Matrix m m ℂ} {x : ℝ → E} {R₀ FR U' : ℝ}

/-- Along a stationary path, with `FR` the explicit derivative of `F` and `U'` that of `U`,
the energy has derivative `FR + U' Re tr(n - n²) / 2`. -/
theorem energy_hasDerivAt (h : IsStationaryPath F U n x R₀)
    (hF : HasDerivAt (fun R => F (x R₀) R) FR R₀) (hU : HasDerivAt U U' R₀) :
    HasDerivAt (fun R => energy F U n (x R) R) (FR + U' * penalty (n (x R₀))) R₀ := by
  have hU2 : DifferentiableAt ℝ (fun p : E × ℝ => U p.2) (x R₀, R₀) :=
    DifferentiableAt.comp (f := fun p : E × ℝ => p.2) (g := U) (x R₀, R₀)
      hU.differentiableAt differentiableAt_snd
  have hP : DifferentiableAt ℝ (fun p : E × ℝ => penalty (n p.1)) (x R₀, R₀) :=
    DifferentiableAt.comp (f := fun p : E × ℝ => p.1) (g := fun y => penalty (n y))
      (x R₀, R₀) (penalty_differentiableAt h.diff_n) differentiableAt_fst
  exact hellmann_feynman (G := energy F U n) (h.diff_F.fun_add (hU2.fun_mul hP))
    h.diff_x h.stationary (hF.fun_add (hU.mul_const _))
```

Q: What exactly is the frozen-$U$ force?

A: The same energy along the same path, with $U$ replaced by the constant $U(R_0)$. At $R_0$ the two energies agree as functions of $x$, so stationarity carries over and the previous theorem gives the derivative $F_R$. Subtracting,

$$-(F_R+U'P)+F_R=-U'P.$$

```lean
/-- Along a stationary path, the full force minus the force computed with `U` frozen at
`U(R₀)` is `-U' Re tr(n - n²) / 2`. -/
theorem omitted_force (h : IsStationaryPath F U n x R₀)
    (hF : HasDerivAt (fun R => F (x R₀) R) FR R₀) (hU : HasDerivAt U U' R₀) :
    force (fun R => energy F U n (x R) R) R₀
      - force (fun R => energy F (fun _ => U R₀) n (x R) R) R₀
      = -U' * penalty (n (x R₀)) := by
  -- freezing `U` leaves the stationarity condition at `R₀` unchanged
  have hc : IsStationaryPath F (fun _ => U R₀) n x R₀ :=
    ⟨h.diff_F, h.diff_n, h.diff_x, h.stationary⟩
  have d1 := (energy_hasDerivAt h hF hU).deriv
  have d2 := (energy_hasDerivAt hc hF (hasDerivAt_const R₀ (U R₀))).deriv
  unfold force
  rw [d1, d2]
  ring
```

Q: And if $U$ falls as $R$ grows?

A: $U'\le0$ says that, to first order in $R-R_0$, the effective on-site repulsion does not increase with $R$. That is an input, to be established for each material and coordinate. The omitted force is then a product of two nonnegative numbers.

```lean
/-- If `U' ≤ 0` and both `n` and `1 - n` are positive semidefinite, freezing `U` on a
stationary path omits a nonnegative force along increasing `R`. -/
theorem omitted_force_nonneg [DecidableEq m] (h : IsStationaryPath F U n x R₀)
    (hF : HasDerivAt (fun R => F (x R₀) R) FR R₀) (hU : HasDerivAt U U' R₀)
    (h0 : (n (x R₀)).PosSemidef) (h1 : (1 - n (x R₀)).PosSemidef) (hU' : U' ≤ 0) :
    0 ≤ force (fun R => energy F U n (x R) R) R₀
      - force (fun R => energy F (fun _ => U R₀) n (x R) R) R₀ := by
  rw [omitted_force h hF hU]
  exact mul_nonneg (neg_nonneg.2 hU') (penalty_nonneg h0 h1)
```

It is strictly positive if $U'<0$ and some eigenvalue of $n$ lies strictly between 0 and 1.

```lean
/-- If `U' < 0`, both `n` and `1 - n` are positive semidefinite and `n` is not idempotent,
the force omitted by freezing `U` on a stationary path is strictly positive. -/
theorem omitted_force_pos [DecidableEq m] (h : IsStationaryPath F U n x R₀)
    (hF : HasDerivAt (fun R => F (x R₀) R) FR R₀) (hU : HasDerivAt U U' R₀)
    (h0 : (n (x R₀)).PosSemidef) (h1 : (1 - n (x R₀)).PosSemidef) (hU' : U' < 0)
    (hn : n (x R₀) * n (x R₀) ≠ n (x R₀)) :
    0 < force (fun R => energy F U n (x R) R) R₀
      - force (fun R => energy F (fun _ => U R₀) n (x R) R) R₀ := by
  rw [omitted_force h hF hU]
  have hp : penalty (n (x R₀)) ≠ 0 := fun hz => hn ((penalty_eq_zero_iff h0 h1).1 hz)
  exact mul_pos (neg_pos.2 hU') (lt_of_le_of_ne (penalty_nonneg h0 h1) hp.symm)

end

end HubbardForce
```

```lean
#print axioms HubbardForce.omitted_force_nonneg
#print axioms HubbardForce.omitted_force_pos
```

```
'HubbardForce.omitted_force_nonneg' depends on axioms: [propext, Classical.choice, Quot.sound]
'HubbardForce.omitted_force_pos' depends on axioms: [propext, Classical.choice, Quot.sound]
```

Q: Can I apply this to my DFT+U relaxation?

A: If your code uses the simplified functional above, the formula gives the correction for one shell with a geometry-dependent $U$, along one coordinate, at an electronic solution that is stationary with $U=U(R_0)$, the value for the current geometry. The theorems let $n$ depend on $R$ only through $x$, whereas atomic projectors usually move with the atoms, and $n$ then depends on $R$ explicitly. This adds $U\,\partial P/\partial R$ to the derivative, which the force must include. The same term is present at $R_0$ when $U$ is frozen, so it cancels in the difference and the omitted force is still $-U'P$; that extension is not formalised here.
